# Mirror overlap bounds the decay of odd observables in a finite Markov chain with a mirror symmetry

Take a single spin that flips with probability $p\le 1/2$ in each time step. Started up, its mean magnetisation is $1$. After one step it is $(1-p)-p=1-2p$, and after $t$ steps it is $(1-2p)^t$.

The factor can be read off by comparing two copies, one started up and one started down. Their probabilities of being up and down after one step are $(1-p,\,p)$ and $(p,\,1-p)$. These share a common part $(p,p)$ of total weight $2p$. By symmetry the two mean magnetisations are opposite, so each is, up to sign, half of their difference, and in the difference the common part cancels. What remains is $1-2p$.

The same question arises for any finite system started in a symmetry-broken state: how long can the mean of the order parameter stay appreciable if the dynamics itself respects the symmetry? For a finite Markov chain in discrete time, such as a Monte Carlo simulation of a small spin cluster, the cancellation gives a geometric bound whenever each configuration and its mirror image share transition probability.

## Configurations, symmetry and overlap

```lean
import Mathlib

open Matrix Filter Topology

namespace SymmetryRestoration

variable {n : Type*} [Fintype n] [DecidableEq n]
```

The letter `n` denotes the finite set of configurations, not their number. The number is `Fintype.card n` in Lean and $N$ here. An observable is a function `f : n → ℝ`, and its norm `‖f‖` is the maximum norm $\max_i|f_i|$.

```lean
/-- An observable `f` is odd under the symmetry `σ` if the permutation matrix of `σ`
reverses its sign. -/
def IsOdd (σ : Equiv.Perm n) (f : n → ℝ) : Prop :=
  σ.permMatrix ℝ *ᵥ f = -f
```

The symmetry is a permutation $\sigma$ of the configurations, for instance the reversal of all spins, and $S$ is its permutation matrix. The symbol `*ᵥ` is matrix times vector. The definition says $Sf=-f$, as holds for the magnetisation under spin reversal.

```lean
/-- The overlap of the transition rows of a configuration `i` and of its mirror image `σ i`. -/
noncomputable def mirrorOverlap (P : Matrix n n ℝ) (σ : Equiv.Perm n) (i : n) : ℝ :=
  ∑ j, min (P i j) (P (σ i) j)
```

For each configuration $i$ this defines the overlap
$$o_i=\sum_j \min(P_{ij},P_{\sigma(i)j}).$$
The entry $P_{ij}$ is the probability of going from $i$ to $j$ in one step. Two copies started at $i$ and $\sigma(i)$ can be run with correlated random numbers so that they land on the same configuration with probability $o_i$. For the single spin, $o_i=2p$.

## Oddness survives the dynamics

```lean
/-- An odd observable takes opposite values on a configuration and on its mirror image. -/
theorem IsOdd.apply_mirror {σ : Equiv.Perm n} {f : n → ℝ} (hf : IsOdd σ f) (i : n) :
    f (σ i) = -f i := by
  have h : σ.permMatrix ℝ *ᵥ f = -f := hf
  rw [Matrix.permMatrix_mulVec] at h
  exact congrFun h i
```

Mathlib's convention is $(Sf)_i=f_{\sigma(i)}$, so $Sf=-f$ means $f_{\sigma(i)}=-f_i$. The proof rewrites with this convention and reads off component $i$.

```lean
/-- Dynamics that commutes with the symmetry maps odd observables to odd observables. -/
theorem IsOdd.evolve {P : Matrix n n ℝ} {σ : Equiv.Perm n} {f : n → ℝ}
    (hf : IsOdd σ f) (hP : Commute P (σ.permMatrix ℝ)) : IsOdd σ (P *ᵥ f) := by
  have h : σ.permMatrix ℝ *ᵥ f = -f := hf
  show σ.permMatrix ℝ *ᵥ (P *ᵥ f) = -(P *ᵥ f)
  rw [Matrix.mulVec_mulVec, ← hP.eq, ← Matrix.mulVec_mulVec, h, Matrix.mulVec_neg]
```

`Commute P (σ.permMatrix ℝ)` is $PS=SP$, or in components $P_{\sigma(i)\sigma(j)}=P_{ij}$: mirrored transitions are equally likely. Then
$$S(Pf)=P(Sf)=-Pf .$$
The `rw` line carries out these equalities in turn. The vector $Pf$ is again an observable: $(Pf)_i$ is the mean of $f$ one step after a start at $i$.

## One step contracts

```lean
omit [DecidableEq n] in
/-- If there is at least one configuration and all rows of `P` sum to one, a common lower bound `δ`
on the mirror overlaps is at most one. -/
theorem overlap_bound_le_one [Nonempty n] {P : Matrix n n ℝ} {σ : Equiv.Perm n} {δ : ℝ}
    (hrow : ∀ i, ∑ j, P i j = 1) (hδ : ∀ i, δ ≤ mirrorOverlap P σ i) : δ ≤ 1 := by
  obtain ⟨i⟩ := ‹Nonempty n›
  calc δ ≤ ∑ j, min (P i j) (P (σ i) j) := hδ i
    _ ≤ ∑ j, P i j := Finset.sum_le_sum fun j _ => min_le_left _ _
    _ = 1 := hrow i
```

The hypothesis `hrow` says that every row of $P$ sums to one. If $\delta\le o_i$ for all $i$, then for any one configuration
$$\delta\le\sum_j\min(P_{ij},P_{\sigma(i)j})\le\sum_jP_{ij}=1 .$$
Hence $1-\delta\ge 0$, which is needed whenever an inequality is multiplied by this factor.

```lean
/-- After one step of symmetric dynamics with unit row sums and mirror overlap at least `δ`, the
maximum norm of an odd observable is at most `1 - δ` times its previous value. -/
theorem norm_step_le [Nonempty n] {P : Matrix n n ℝ} {σ : Equiv.Perm n} {f : n → ℝ} {δ : ℝ}
    (hrow : ∀ i, ∑ j, P i j = 1) (hP : Commute P (σ.permMatrix ℝ)) (hf : IsOdd σ f)
    (hδ : ∀ i, δ ≤ mirrorOverlap P σ i) : ‖P *ᵥ f‖ ≤ (1 - δ) * ‖f‖ := by
  have hδ1 := overlap_bound_le_one hrow hδ
  refine (pi_norm_le_iff_of_nonneg
    (mul_nonneg (by linarith) (norm_nonneg f))).2 fun i => ?_
  -- oddness turns the evolved value into a difference of two mirror-related rows
  have hodd : (P *ᵥ f) (σ i) = -(P *ᵥ f) i := (hf.evolve hP).apply_mirror i
  have h2 : 2 * (P *ᵥ f) i = ∑ j, (P i j - P (σ i) j) * f j := by
    have e : ∑ j, (P i j - P (σ i) j) * f j = (P *ᵥ f) i - (P *ᵥ f) (σ i) := by
      simp only [Matrix.mulVec, dotProduct, sub_mul, Finset.sum_sub_distrib]
    rw [e, hodd]
    ring
  -- the common part of the two rows cancels
  have h3 : |∑ j, (P i j - P (σ i) j) * f j| ≤
      ∑ j, (P i j + P (σ i) j - 2 * min (P i j) (P (σ i) j)) * ‖f‖ := by
    refine (Finset.abs_sum_le_sum_abs _ _).trans (Finset.sum_le_sum fun j _ => ?_)
    have hm : |P i j - P (σ i) j| = P i j + P (σ i) j - 2 * min (P i j) (P (σ i) j) := by
      rcases le_total (P i j) (P (σ i) j) with h | h
      · rw [min_eq_left h, abs_of_nonpos (by linarith)]
        ring
      · rw [min_eq_right h, abs_of_nonneg (by linarith)]
        ring
    rw [abs_mul, ← hm]
    exact mul_le_mul_of_nonneg_left (norm_le_pi_norm f j) (abs_nonneg _)
  have h4 : ∑ j, (P i j + P (σ i) j - 2 * min (P i j) (P (σ i) j)) * ‖f‖ =
      (2 - 2 * mirrorOverlap P σ i) * ‖f‖ := by
    rw [← Finset.sum_mul, Finset.sum_sub_distrib, Finset.sum_add_distrib, hrow i,
      hrow (σ i), ← Finset.mul_sum, mirrorOverlap]
    ring
  rw [← h2, h4, abs_mul, abs_two] at h3
  rw [Real.norm_eq_abs]
  have h5 := mul_le_mul_of_nonneg_right (hδ i) (norm_nonneg f)
  linarith
```

The claim is $\|Pf\|\le(1-\delta)\|f\|$. Write $g=Pf$. Since $g$ is odd, $g_{\sigma(i)}=-g_i$, and therefore
$$2g_i=g_i-g_{\sigma(i)}=\sum_j\left(P_{ij}-P_{\sigma(i)j}\right)f_j .$$
This is `h2`. Now use $|f_j|\le\|f\|$ and the identity $|a-b|=a+b-2\min(a,b)$, which is `hm` and is proved by treating $a\le b$ and $b\le a$ separately:
$$2|g_i|\le\sum_j\left(P_{ij}+P_{\sigma(i)j}-2\min(P_{ij},P_{\sigma(i)j})\right)\|f\| .$$
This is `h3` combined with `h2`. The two row sums are one, so the right-hand side equals $(2-2o_i)\|f\|$, which is `h4`. With $o_i\ge\delta$ we get $|g_i|\le(1-\delta)\|f\|$ for every $i$, hence for the maximum. The `refine` near the top makes this reduction from the norm to single components, and the closing `linarith` combines the linear inequalities.

The factor 2 on the left is easily lost in this derivation. Without it the bound reads $2(1-\delta)$, which gives no contraction for $\delta\le 1/2$.

## Many steps

```lean
/-- If `P` has unit row sums, commutes with the symmetry, and every configuration has overlap at
least `δ` with its mirror image, then the maximum norm of an odd observable after `t` steps is at
most `(1 - δ) ^ t` times its initial value. -/
theorem symmetry_restoration [Nonempty n] {P : Matrix n n ℝ} {σ : Equiv.Perm n}
    {f : n → ℝ} {δ : ℝ} (hrow : ∀ i, ∑ j, P i j = 1) (hP : Commute P (σ.permMatrix ℝ))
    (hf : IsOdd σ f) (hδ : ∀ i, δ ≤ mirrorOverlap P σ i) (t : ℕ) :
    ‖(P ^ t) *ᵥ f‖ ≤ (1 - δ) ^ t * ‖f‖ := by
  have hδ1 := overlap_bound_le_one hrow hδ
  induction t with
  | zero => simp
  | succ t ih =>
    rw [pow_succ' P, ← Matrix.mulVec_mulVec]
    calc ‖P *ᵥ ((P ^ t) *ᵥ f)‖ ≤ (1 - δ) * ‖(P ^ t) *ᵥ f‖ :=
          norm_step_le hrow hP (hf.evolve (hP.pow_left t)) hδ
      _ ≤ (1 - δ) * ((1 - δ) ^ t * ‖f‖) :=
          mul_le_mul_of_nonneg_left ih (by linarith)
      _ = (1 - δ) ^ (t + 1) * ‖f‖ := by ring
```

The main theorem states
$$\|P^tf\|\le(1-\delta)^t\|f\|\qquad\text{for every } t=0,1,2,\dots$$
At $t=0$ both sides are $\|f\|$. For the induction step, $P^tf$ is odd because $P^t$ also commutes with $S$, so the one-step bound applies to it:
$$\|P^{t+1}f\|\le(1-\delta)\|P^tf\|\le(1-\delta)^{t+1}\|f\| .$$
The three lines of the `calc` block are this chain.

The hypotheses ask for neither detailed balance nor nonnegative entries. A physical transition matrix has nonnegative entries, and then $0\le o_i\le 1$. The bound forces decay only if $\delta>0$, and nothing in the theorem keeps $\delta$ away from zero as the system grows. The choice of time step matters too. If one step updates a single spin, a configuration of three or more spins and its complete reversal have no common successor, so $o_i=0$. The step should then comprise more updates, for instance a whole heat-bath sweep, which at nonzero temperature can reach every configuration.

```lean
/-- If `P` has unit row sums, commutes with the symmetry and has all entries at least `d`, the
maximum norm of an odd observable after `t` steps is at most `(1 - N * d) ^ t` times its initial
value, where `N = Fintype.card n` is the number of configurations. -/
theorem symmetry_restoration_uniform [Nonempty n] {P : Matrix n n ℝ} {σ : Equiv.Perm n}
    {f : n → ℝ} {d : ℝ} (hrow : ∀ i, ∑ j, P i j = 1) (hP : Commute P (σ.permMatrix ℝ))
    (hf : IsOdd σ f) (hd : ∀ i j, d ≤ P i j) (t : ℕ) :
    ‖(P ^ t) *ᵥ f‖ ≤ (1 - Fintype.card n * d) ^ t * ‖f‖ := by
  refine symmetry_restoration hrow hP hf (fun i => ?_) t
  calc (Fintype.card n : ℝ) * d = ∑ _j : n, d := by simp
    _ ≤ ∑ j, min (P i j) (P (σ i) j) :=
        Finset.sum_le_sum fun j _ => le_min (hd i j) (hd (σ i) j)
```

Suppose now that all entries of $P$ are at least $d$, so that every configuration can be reached from every other in one step with at least this probability. Each minimum in the overlap is then at least $d$, so $o_i\ge Nd$, and the main theorem with $\delta=Nd$ gives
$$\|P^tf\|\le(1-Nd)^t\|f\| .$$

Two Ising spins show both bounds in a calculation. Let the energy be $-Ks_1s_2$ at inverse temperature $\beta$ with $e^{2\beta K}=3$. A heat-bath update then aligns a spin with its neighbour with probability $3/4$. One time step is a sweep that updates $s_1$ and then $s_2$. In the order $++,+-,-+,--$, the transition rows are
$$\text{from }{+}{+}:\ \tfrac1{16}(9,3,1,3),\qquad \text{from }{-}{-}:\ \tfrac1{16}(3,1,3,9).$$
The old value of $s_1$ is overwritten, so $-+$ has the same row as $++$, and $+-$ the same as $--$. The minima add up to $\delta=8/16=1/2$, while $d=1/16$ gives only $Nd=1/4$. After ten sweeps the overlap bound is about $0.001$ and the uniform bound about $0.056$, in units of $\|f\|$.

## The long-time limit and the mean order parameter

```lean
/-- For symmetric dynamics with unit row sums and mirror overlap bounded below by a positive
`δ`, every odd observable tends to zero at long times. -/
theorem odd_observable_tendsto_zero [Nonempty n] {P : Matrix n n ℝ} {σ : Equiv.Perm n}
    {f : n → ℝ} {δ : ℝ} (hrow : ∀ i, ∑ j, P i j = 1) (hP : Commute P (σ.permMatrix ℝ))
    (hf : IsOdd σ f) (hδ : ∀ i, δ ≤ mirrorOverlap P σ i) (hpos : 0 < δ) :
    Tendsto (fun t : ℕ => (P ^ t) *ᵥ f) atTop (𝓝 0) := by
  have hδ1 := overlap_bound_le_one hrow hδ
  refine squeeze_zero_norm (symmetry_restoration hrow hP hf hδ) ?_
  have h := (tendsto_pow_atTop_nhds_zero_of_lt_one
    (show 0 ≤ 1 - δ by linarith) (by linarith)).mul_const ‖f‖
  rwa [zero_mul] at h
```

The notation `Tendsto … atTop (𝓝 0)` says that $P^tf\to0$ as $t\to\infty$. For $\delta>0$ we have $0\le1-\delta<1$, so $(1-\delta)^t\|f\|\to0$, and $\|P^tf\|$ is squeezed between zero and this bound.

```lean
/-- Under symmetric dynamics with unit row sums and mirror overlap at least `δ`, the mean of an
odd order parameter at time `t`, started from any probability distribution `p`, is at most
`(1 - δ) ^ t` times its maximum norm in absolute value. -/
theorem mean_order_parameter_le [Nonempty n] {P : Matrix n n ℝ} {σ : Equiv.Perm n}
    {f p : n → ℝ} {δ : ℝ} (hrow : ∀ i, ∑ j, P i j = 1) (hP : Commute P (σ.permMatrix ℝ))
    (hf : IsOdd σ f) (hδ : ∀ i, δ ≤ mirrorOverlap P σ i)
    (hp : ∀ i, 0 ≤ p i) (hp1 : ∑ i, p i = 1) (t : ℕ) :
    |p ⬝ᵥ ((P ^ t) *ᵥ f)| ≤ (1 - δ) ^ t * ‖f‖ := by
  refine le_trans ?_ (symmetry_restoration hrow hP hf hδ t)
  calc |p ⬝ᵥ ((P ^ t) *ᵥ f)| ≤ ∑ i, |p i * ((P ^ t) *ᵥ f) i| :=
        Finset.abs_sum_le_sum_abs _ _
    _ ≤ ∑ i, p i * ‖(P ^ t) *ᵥ f‖ := by
        refine Finset.sum_le_sum fun i _ => ?_
        rw [abs_mul, abs_of_nonneg (hp i)]
        exact mul_le_mul_of_nonneg_left (norm_le_pi_norm ((P ^ t) *ᵥ f) i) (hp i)
    _ = ‖(P ^ t) *ᵥ f‖ := by rw [← Finset.sum_mul, hp1, one_mul]
```

Here `p` is an initial probability distribution over configurations, not the flip probability, and `⬝ᵥ` is the scalar product. The quantity $\sum_ip_i(P^tf)_i$ is the mean of $f$ at time $t$. Since the $p_i$ are nonnegative and sum to one,
$$\Big|\sum_ip_i(P^tf)_i\Big|\le\sum_ip_i\,|(P^tf)_i|\le\|P^tf\|\le(1-\delta)^t\|f\| .$$
A fully magnetised start is thus included. The mean is taken over an ensemble of runs. A single run need not approach zero: in the opening example every run has magnetisation $+1$ or $-1$ at each time, and only the mean over runs decays.

## The single spin attains the bound

```lean
/-- The transition matrix of a single spin that flips with probability `p` in each step. -/
def spinFlip (p : ℝ) : Matrix (Fin 2) (Fin 2) ℝ := !![1 - p, p; p, 1 - p]
```

This is the matrix of the opening example, with `p` again the flip probability. The semicolon in `!![…]` separates rows, and `Fin 2` is the set $\{0,1\}$, with 0 for up and 1 for down.

```lean
/-- For `p ≤ 1/2` the spin-flip chain, the exchange of its two states and the magnetisation
`(1, -1)` meet the hypotheses of the uniform bound with `d = p`, and attain equality in it at
every time. -/
theorem spinFlip_sharp_witness {p : ℝ} (hp : p ≤ 1 / 2) :
    (∀ i, ∑ j, spinFlip p i j = 1) ∧
    Commute (spinFlip p) ((Equiv.swap (0 : Fin 2) 1).permMatrix ℝ) ∧
    IsOdd (Equiv.swap (0 : Fin 2) 1) ![1, -1] ∧
    (∀ i j, p ≤ spinFlip p i j) ∧
    ∀ t : ℕ, ‖(spinFlip p ^ t) *ᵥ ![1, -1]‖ =
      (1 - Fintype.card (Fin 2) * p) ^ t * ‖(![1, -1] : Fin 2 → ℝ)‖ := by
  have hS : (Equiv.swap (0 : Fin 2) 1).permMatrix ℝ = !![0, 1; 1, 0] := by
    ext i j
    fin_cases i <;> fin_cases j <;>
      simp [Equiv.Perm.permMatrix, PEquiv.toMatrix_apply, Equiv.toPEquiv_apply]
  refine ⟨fun i => ?_, ?_, ?_, fun i j => ?_, fun t => ?_⟩
  · fin_cases i <;> simp [spinFlip, Fin.sum_univ_succ]
  · rw [hS]
    show spinFlip p * !![0, 1; 1, 0] = !![0, 1; 1, 0] * spinFlip p
    simp [spinFlip]
  · unfold IsOdd
    rw [hS]
    ext i
    fin_cases i <;> simp [Matrix.mulVec, dotProduct, Fin.sum_univ_succ]
  · fin_cases i <;> fin_cases j <;> simp [spinFlip] <;> linarith
  · -- the magnetisation is an eigenvector with eigenvalue 1 - 2p
    have h1 : spinFlip p *ᵥ ![1, -1] = (1 - 2 * p) • ![1, -1] := by
      ext i
      fin_cases i <;> simp [spinFlip, Matrix.mulVec, dotProduct, Fin.sum_univ_succ] <;> ring
    have ht : (spinFlip p ^ t) *ᵥ ![1, -1] = (1 - 2 * p) ^ t • ![1, -1] := by
      induction t with
      | zero => simp
      | succ t ih =>
        rw [pow_succ' (spinFlip p), ← Matrix.mulVec_mulVec, ih, Matrix.mulVec_smul, h1,
          smul_smul, ← pow_succ]
    rw [ht, norm_smul, Real.norm_of_nonneg (pow_nonneg (by linarith) t), Fintype.card_fin]
    norm_num

end SymmetryRestoration
```

The theorem joins five statements by `∧`, which means "and". The first four are the hypotheses of the uniform bound with $d=p$: unit row sums, commutation with the exchange of the two states, oddness of the magnetisation $(1,-1)$, and all entries at least $p$. The last of these requires $p\le1-p$, which is the assumption $p\le1/2$. Lean also admits negative $p$ here; for a probability the assumption leaves the range $0\le p\le1/2$.

The fifth statement is equality in the bound at every time. By hand,
$$\begin{pmatrix}1-p&p\\p&1-p\end{pmatrix}\begin{pmatrix}1\\-1\end{pmatrix}=(1-2p)\begin{pmatrix}1\\-1\end{pmatrix},$$
so $t$ steps multiply the magnetisation by $(1-2p)^t$. This factor is nonnegative and $\|(1,-1)\|=1$, so the norm after $t$ steps is $(1-2p)^t$, which is $(1-Nd)^t$ for $N=2$ and $d=p$. In the proof, `h1` is the eigenvalue equation and `ht` its $t$-fold application by induction, while `fin_cases` reduces the matrix statements to their individual entries. For two configurations, then, the rate in the uniform bound cannot be improved.

```lean
#print axioms SymmetryRestoration.symmetry_restoration_uniform
-- 'SymmetryRestoration.symmetry_restoration_uniform' depends on axioms: [propext, Classical.choice, Quot.sound]
#print axioms SymmetryRestoration.odd_observable_tendsto_zero
-- 'SymmetryRestoration.odd_observable_tendsto_zero' depends on axioms: [propext, Classical.choice, Quot.sound]
#print axioms SymmetryRestoration.mean_order_parameter_le
-- 'SymmetryRestoration.mean_order_parameter_le' depends on axioms: [propext, Classical.choice, Quot.sound]
```
